# With one-way tunnelling, a newly opened level lowers the current through a one-electron dot if and only if its exit rate is below that current

Consider a dot with finitely many levels that holds at most one electron. Electrons enter only from the source and leave only to the drain, without changing level in between. Level $i$ is filled from the empty dot at rate $a_i\ge 0$ and emptied at rate $b_i>0$. The stationary particle current through the dot is

$$I=\frac{\sum_i a_i}{1+\sum_i a_i/b_i}.$$

If a further level with filling rate $a'>0$ and exit rate $b'>0$ is opened while the old rates stay fixed, the new stationary current $I'$ satisfies

$$I'<I\iff b'<I .$$

An additional path through the dot can therefore reduce the flow, and the threshold is the current that was flowing before.

## One electron at a time

Electrons enter the dot from a source and leave it to a drain. The charging energy is taken to be so large that a second electron can't enter while the first is present. The dot is then either empty, with probability $P_0$, or has its electron in level $i$, with probability $P_i$. Two spin states of one orbital count as two levels.

The rates $a_i$ and $b_i$ are given numbers. They stand for tunnelling through the two barriers: $a_i$ contains the coupling of level $i$ to occupied source states, and $b_i$ its coupling to empty drain states. The occupations obey

$$\dot P_i=a_iP_0-b_iP_i,\qquad \dot P_0=\sum_i\,(b_iP_i-a_iP_0).$$

A slow level hurts because of the exclusion. While an electron sits in a level with a small exit rate, no other electron can pass through the fast levels.

In quantum-dot transport this gives a mechanism for negative differential conductance, within a classical rate equation with one-way tunnelling: a higher bias that makes a weakly drained level accessible, and leaves the other rates unchanged, can lower the current.

## The statement in Lean

The levels form a finite type `ι`, and the states of the dot form `Option ι`: `none` is the empty dot and `some i` has the electron in level `i`. Thus `P none` is $P_0$ and `P (some i)` is $P_i$.

- `masterRate a b P` is the right-hand side of the rate equations.
- `IsStationary a b P` says that this right-hand side vanishes in every state and that the probabilities sum to one. Nonnegativity of the probabilities isn't required; it follows from the solution.
- `current b P` is the total exit flow $\sum_i b_iP_i$. It counts electrons per unit time, so the electric current has a further factor of the charge. The closed formula for $I$ is a theorem, `current_eq`, and not the definition.
- `addLevel a a'` is the old list of filling rates with $a'$ added, and `addLevel b b'` does the same for the exit rates.

After the opening, the levels are indexed by `Option ι`, where `none` now names the new level. The states of the enlarged dot are therefore `Option (Option ι)`: `none` is the empty dot, `some none` has the electron in the new level, and `some (some i)` has it in the old level `i`.

The main theorem, `opening_lowers_current_iff`, takes a stationary occupation `P` of the old dot and a stationary occupation `Q` of the enlarged one, and states that the current of `Q` is below that of `P` exactly when `b' < current b P`. Its companion `opening_raises_current_iff` has both inequalities reversed. By `isStationary_iff`, each dot has exactly one stationary occupation, so the comparison is between two well-defined numbers.

The new level needs a positive filling rate. With $a'=0$ it would never be occupied and the current would stay the same even for $b'<I$, so $a'\ge 0$ would not be enough.

The model has no tunnelling back to the source, no relaxation between levels and no coherence between them. The rates are assumed, not derived from a Hamiltonian, and the theorems concern the stationary state, not the approach to it.

## From level balance to the current

In a stationary state $\dot P_i=0$, so each level is balanced separately:

$$a_iP_0=b_iP_i,\qquad\text{hence}\qquad P_i=\frac{a_i}{b_i}P_0 .$$

Define the statistical weight relative to the empty dot by

$$Z=1+\sum_i\frac{a_i}{b_i}.$$

All terms of the sum are nonnegative, so $Z\ge 1$. Normalisation gives

$$1=P_0+\sum_iP_i=P_0Z,\qquad P_0=\frac1Z,\qquad P_i=\frac{a_i/b_i}{Z}.$$

Conversely, these values balance every level. Then $\dot P_0$, which is a sum of the same differences with opposite sign, vanishes as well, and the probabilities sum to $Z/Z=1$. The stationary occupation exists and is unique.

With $A=\sum_ia_i$ for the total filling rate, the current is

$$I=\sum_ib_iP_i=\sum_ia_iP_0=\frac AZ .$$

## What the new level changes

Let $r=a'/b'$ be the weight of the new level. The total weight becomes $Z+r$ and the total filling rate becomes $A+a'$. The formula for the current, applied before and after, gives

$$IZ=A,\qquad I'(Z+r)=A+a' .$$

Subtract $I(Z+r)=A+rI$ from the second equation and use $a'=rb'$:

$$(I'-I)(Z+r)=a'-rI=r\,(b'-I).$$

Both $Z+r$ and $r$ are positive, so $I'-I$ and $b'-I$ have the same sign. This proves the criterion for lowering and the one for raising the current. Solved for the new current, the identity reads

$$I'=\frac{Z\,I+r\,b'}{Z+r},$$

which is a weighted average of the old current and the new exit rate.

## One slow level limits everything

Let level $j$ have $a_j>0$. Its weight is only a part of $Z$, which also contains the $1$ of the empty dot, so $a_j/b_j<Z$ and therefore $a_j<Zb_j$. Since $A\ge a_j>0$, multiplication by $A$ and division by $Za_j$ give

$$I=\frac AZ<\frac{b_jA}{a_j}.$$

The physical reading is that a fraction $a_j/A$ of the electrons passes through level $j$, and this partial flow $b_jP_j$ is less than $b_j$. If $b_j$ tends to zero at fixed filling rates, the whole current tends to zero, however fast the other levels are.

## No level, then one, then two

A dot without levels has $Z=1$ and $I=0$. Every opened level has $b'>0=I$ and raises the current, to $a'b'/(a'+b')$.

A dot with one level of rates $a,b>0$ carries $I=ab/(a+b)$. A second level lowers this current exactly when

$$b'<\frac{ab}{a+b}.$$

Being slower than the first level is not sufficient. For $a=b$ the threshold is $b/2$, so a second level with $b'=3b/4$ still raises the current.

## The Lean file

```lean
import Mathlib

open Finset

namespace SlowLevelBlocking

noncomputable section

variable {ι : Type*} [Fintype ι]

/-- Rate of change of the occupation probabilities of a dot holding at most one electron.
The state `none` is the empty dot, `some i` has the electron in level `i`; level `i` is filled
at rate `a i` and emptied at rate `b i`. -/
def masterRate (a b : ι → ℝ) (P : Option ι → ℝ) : Option ι → ℝ
  | none => ∑ i, (b i * P (some i) - a i * P none)
  | some i => a i * P none - b i * P (some i)

/-- A stationary occupation: no probability changes in time, and the probabilities sum to one. -/
def IsStationary (a b : ι → ℝ) (P : Option ι → ℝ) : Prop :=
  (∀ s, masterRate a b P s = 0) ∧ ∑ s, P s = 1

/-- The particle current: the total rate at which electrons leave the dot. -/
def current (b : ι → ℝ) (P : Option ι → ℝ) : ℝ := ∑ i, b i * P (some i)

/-- The statistical weight `1 + ∑ a i / b i` of all states relative to the empty dot,
for nonzero exit rates. -/
def weight (a b : ι → ℝ) : ℝ := 1 + ∑ i, a i / b i

/-- The occupation with weight `1` for the empty dot and `a i / b i` for level `i`, normalised;
for nonzero exit rates and nonzero total weight. -/
def stationaryState (a b : ι → ℝ) : Option ι → ℝ
  | none => 1 / weight a b
  | some i => a i / b i / weight a b

/-- The list of rates `r` extended by the rate `x` of one further level. -/
def addLevel (r : ι → ℝ) (x : ℝ) : Option ι → ℝ
  | none => x
  | some i => r i

/-- For nonnegative filling rates and positive exit rates the total weight is positive. -/
theorem weight_pos {a b : ι → ℝ} (ha : ∀ i, 0 ≤ a i) (hb : ∀ i, 0 < b i) :
    0 < weight a b := by
  have h : 0 ≤ ∑ i, a i / b i := Finset.sum_nonneg fun i _ => div_nonneg (ha i) (hb i).le
  unfold weight
  linarith

/-- For nonnegative filling rates and positive exit rates the dot has exactly one stationary
occupation, namely `stationaryState`. -/
theorem isStationary_iff {a b : ι → ℝ} (ha : ∀ i, 0 ≤ a i) (hb : ∀ i, 0 < b i)
    (P : Option ι → ℝ) : IsStationary a b P ↔ P = stationaryState a b := by
  have hZ := weight_pos ha hb
  constructor
  · rintro ⟨h, hn⟩
    -- balance of filling and emptying at each level
    have hp : ∀ i, P (some i) = a i / b i * P none := by
      intro i
      have h1 := h (some i)
      simp only [masterRate] at h1
      have hbi := (hb i).ne'
      field_simp
      linarith
    -- normalisation fixes the probability of the empty dot
    have h0 : P none * weight a b = 1 := by
      rw [Fintype.sum_option] at hn
      simp only [hp] at hn
      rw [← Finset.sum_mul] at hn
      unfold weight
      linear_combination hn
    funext s
    cases s with
    | none =>
      simp only [stationaryState]
      exact eq_div_of_mul_eq hZ.ne' h0
    | some i =>
      rw [hp i]
      simp only [stationaryState]
      rw [eq_div_iff hZ.ne']
      linear_combination (a i / b i) * h0
  · rintro rfl
    have e : ∀ i, a i * stationaryState a b none - b i * stationaryState a b (some i) = 0 := by
      intro i
      have hbi := (hb i).ne'
      have h1 : b i * (a i / b i) = a i := by field_simp
      simp only [stationaryState]
      linear_combination (-(1 / weight a b)) * h1
    refine ⟨?_, ?_⟩
    · intro s
      cases s with
      | none =>
        simp only [masterRate]
        exact Finset.sum_eq_zero fun i _ => by linarith [e i]
      | some i => exact e i
    · rw [Fintype.sum_option]
      simp only [stationaryState]
      rw [← Finset.sum_div, ← add_div]
      exact div_self hZ.ne'

/-- For nonnegative filling rates and positive exit rates the stationary current is
`∑ a i / (1 + ∑ a i / b i)`, the first sum being the whole numerator. -/
theorem current_eq {a b : ι → ℝ} (ha : ∀ i, 0 ≤ a i) (hb : ∀ i, 0 < b i)
    {P : Option ι → ℝ} (h : IsStationary a b P) :
    current b P = (∑ i, a i) / (1 + ∑ i, a i / b i) := by
  change _ = _ / weight a b
  rw [(isStationary_iff ha hb P).1 h, Finset.sum_div]
  unfold current
  refine Finset.sum_congr rfl fun i _ => ?_
  have hbi := (hb i).ne'
  have h1 : b i * (a i / b i) = a i := by field_simp
  simp only [stationaryState]
  rw [← mul_div_assoc, h1]

/-- The change of the stationary current when a level with positive rates `a'` (in) and `b'` (out)
is opened, times the new total weight, is `a' / b'` times the excess of `b'` over the old current.
The old levels have nonnegative filling and positive exit rates. -/
theorem current_change {a b : ι → ℝ} (ha : ∀ i, 0 ≤ a i) (hb : ∀ i, 0 < b i)
    {a' b' : ℝ} (ha' : 0 < a') (hb' : 0 < b') {P : Option ι → ℝ} {Q : Option (Option ι) → ℝ}
    (hP : IsStationary a b P) (hQ : IsStationary (addLevel a a') (addLevel b b') Q) :
    (current (addLevel b b') Q - current b P) * (weight a b + a' / b')
      = a' / b' * (b' - current b P) := by
  have hA : ∀ s, 0 ≤ addLevel a a' s := by
    rintro (_ | i)
    exacts [ha'.le, ha i]
  have hB : ∀ s, 0 < addLevel b b' s := by
    rintro (_ | i)
    exacts [hb', hb i]
  have hw : weight (addLevel a a') (addLevel b b') = weight a b + a' / b' := by
    simp only [weight, Fintype.sum_option, addLevel]
    ring
  have hs : ∑ s, addLevel a a' s = a' + ∑ i, a i := by
    simp only [Fintype.sum_option, addLevel]
  -- current times weight is the total filling rate, before and after
  have hI : current b P * weight a b = ∑ i, a i := by
    rw [current_eq ha hb hP]
    exact div_mul_cancel₀ _ (weight_pos ha hb).ne'
  have hJ : current (addLevel b b') Q * weight (addLevel a a') (addLevel b b')
      = ∑ s, addLevel a a' s := by
    rw [current_eq hA hB hQ]
    exact div_mul_cancel₀ _ (weight_pos hA hB).ne'
  rw [hw, hs] at hJ
  have e : a' / b' * b' = a' := div_mul_cancel₀ _ hb'.ne'
  linear_combination hJ - hI - e

/-- Current blocking: opening a further level with positive rates `a'` (in) and `b'` (out) lowers
the stationary current if and only if `b'` is smaller than the current before.
The old levels have nonnegative filling and positive exit rates. -/
theorem opening_lowers_current_iff {a b : ι → ℝ} (ha : ∀ i, 0 ≤ a i) (hb : ∀ i, 0 < b i)
    {a' b' : ℝ} (ha' : 0 < a') (hb' : 0 < b') {P : Option ι → ℝ} {Q : Option (Option ι) → ℝ}
    (hP : IsStationary a b P) (hQ : IsStationary (addLevel a a') (addLevel b b') Q) :
    current (addLevel b b') Q < current b P ↔ b' < current b P := by
  have h := current_change ha hb ha' hb' hP hQ
  have hr : 0 < a' / b' := div_pos ha' hb'
  have hW : 0 < weight a b + a' / b' := add_pos (weight_pos ha hb) hr
  constructor
  · intro hlt
    by_contra hc
    have h1 := mul_nonneg hr.le (sub_nonneg.2 (not_lt.1 hc))
    have h2 := mul_neg_of_neg_of_pos (sub_neg.2 hlt) hW
    linarith
  · intro hlt
    by_contra hc
    have h1 := mul_neg_of_pos_of_neg hr (sub_neg.2 hlt)
    have h2 := mul_nonneg (sub_nonneg.2 (not_lt.1 hc)) hW.le
    linarith

/-- Opening a further level with positive rates `a'` (in) and `b'` (out) raises the stationary
current if and only if `b'` is larger than the current before.
The old levels have nonnegative filling and positive exit rates. -/
theorem opening_raises_current_iff {a b : ι → ℝ} (ha : ∀ i, 0 ≤ a i) (hb : ∀ i, 0 < b i)
    {a' b' : ℝ} (ha' : 0 < a') (hb' : 0 < b') {P : Option ι → ℝ} {Q : Option (Option ι) → ℝ}
    (hP : IsStationary a b P) (hQ : IsStationary (addLevel a a') (addLevel b b') Q) :
    current b P < current (addLevel b b') Q ↔ current b P < b' := by
  have h := current_change ha hb ha' hb' hP hQ
  have hr : 0 < a' / b' := div_pos ha' hb'
  have hW : 0 < weight a b + a' / b' := add_pos (weight_pos ha hb) hr
  rw [← sub_pos, ← mul_pos_iff_of_pos_right hW, h, mul_pos_iff_of_pos_left hr, sub_pos]

/-- A level `j` with positive filling rate keeps the whole stationary current below its exit rate
`b j` times the ratio of the total filling rate to `a j`. All filling rates are nonnegative and
all exit rates positive. -/
theorem current_lt_of_level {a b : ι → ℝ} (ha : ∀ i, 0 ≤ a i) (hb : ∀ i, 0 < b i)
    {P : Option ι → ℝ} (hP : IsStationary a b P) (j : ι) (hj : 0 < a j) :
    current b P < b j * (∑ i, a i) / a j := by
  have hA : 0 < ∑ i, a i :=
    lt_of_lt_of_le hj (Finset.single_le_sum (fun i _ => ha i) (Finset.mem_univ j))
  -- the weight of level `j` alone is less than the total weight
  have h1 : a j / b j ≤ ∑ i, a i / b i :=
    Finset.single_le_sum (f := fun i => a i / b i)
      (fun i _ => div_nonneg (ha i) (hb i).le) (Finset.mem_univ j)
  have h2 : a j / b j < weight a b := by
    unfold weight
    linarith
  have h3 : a j < weight a b * b j := (div_lt_iff₀ (hb j)).1 h2
  rw [current_eq ha hb hP]
  change _ / weight a b < _
  rw [div_lt_div_iff₀ (weight_pos ha hb) hj]
  have h4 := mul_lt_mul_of_pos_left h3 hA
  linarith

end

end SlowLevelBlocking
```

```lean
#print axioms SlowLevelBlocking.opening_lowers_current_iff
#print axioms SlowLevelBlocking.opening_raises_current_iff
#print axioms SlowLevelBlocking.current_lt_of_level
```

```
'SlowLevelBlocking.opening_lowers_current_iff' depends on axioms: [propext, Classical.choice, Quot.sound]
'SlowLevelBlocking.opening_raises_current_iff' depends on axioms: [propext, Classical.choice, Quot.sound]
'SlowLevelBlocking.current_lt_of_level' depends on axioms: [propext, Classical.choice, Quot.sound]
```

## How Lean obtains the stationary state

`weight_pos` proves $Z>0$ from the nonnegativity of each $a_i/b_i$. This positivity permits the later divisions by $Z$.

`isStationary_iff` has two directions. In the first, `hp` is the level balance solved for $P_i$: the rate equation for `some i` is unfolded, `field_simp` clears the denominator $b_i$, and `linarith` finishes. The step `h0` is the normalisation $P_0Z=1$; `Fintype.sum_option` splits the sum over states into the empty dot and the levels. The two cases of `s` then give $P_0$ and $P_i$.

In the second direction, `e` verifies that the proposed state balances each level. The equation for the empty dot follows because every summand is zero, and the normalisation reduces to $Z/Z=1$.

`current_eq` replaces `P` by the explicit state and compares the two sums term by term, using $b_i(a_i/b_i)=a_i$.

## How Lean compares the two currents

`current_change` proves the identity for $(I'-I)(Z+r)$. The steps `hA` and `hB` check the sign conditions for the extended lists of rates, so that `current_eq` also applies to the enlarged dot. The steps `hw` and `hs` compute its weight $Z+r$ and its total filling rate $a'+A$. The equations $IZ=A$ and $I'(Z+r)=a'+A$ are `hI` and `hJ`, and `e` is now $rb'=a'$. The last line, `linear_combination hJ - hI - e`, is the subtraction carried out above.

The two criteria read off signs from this identity. `opening_lowers_current_iff` argues by contradiction in each direction: if the claimed inequality failed, one side of the identity would be negative and the other nonnegative. `opening_raises_current_iff` does it by a chain of equivalences, in which the positive factors $Z+r$ and $r$ are inserted and removed.

`current_lt_of_level` follows the derivation of the bound. The step `h1` says that one term is at most the whole sum, `h2` adds the $1$ of the empty dot to make the inequality strict, and `h3` clears the denominator $b_j$. After `div_lt_div_iff₀` has cross-multiplied the goal, `h4` supplies the product with $A$.
